# Traces of even Clifford products are d times the Wick sum

Let A_i be complex d×d matrices whose anticommutators are multiples of the identity,

A_i A_j + A_j A_i = 2c_ij · 1.

Then the trace of a product of an even number of them is d times a signed sum over complete pairings of the factors, in which each pair (i, j) contributes c_ij. For Dirac matrices this is the familiar trace theorem. Divided by d, for d ≥ 1, it is Wick's rule for averages at infinite temperature.

## Contractions at infinite temperature

At infinite temperature, with any chemical potential held finite, the density matrix is 1/d, so the average of an operator X is tr(X)/d. Taking the trace of the anticommutation rule and using tr(A_i A_j) = tr(A_j A_i) gives

tr(A_i A_j)/d = c_ij.

The number c_ij is therefore the average of a pair, which is what a contraction means here. That the anticommutator is a number and not an operator is the canonical property of fermion operators. Three cases are common:

- Majorana operators normalised to square to 1 have c_ij = δ_ij.
- Dirac matrices have c equal to the spacetime metric.
- Creation and annihilation operators of orthonormal spin orbitals have c = 1/2 between a_p and a_p†, and zero for all other pairs.

In the last case, for finitely many spin orbitals and the full Fock space at infinite temperature, the average of any even string of creation and annihilation operators reduces to contractions of 1/2, whatever the Hamiltonian.

Wick's theorem often means the expansion of an operator product into normal-ordered terms. The result here concerns traces, and involves neither normal ordering nor a vacuum state.

## The statement and its Lean types

Write a list of labels as L = (L_0, …, L_{k−1}), with positions counted from 0, and let L∖j be the list with position j removed. The list i::L has i in front of L. The Wick sum W is defined by

W([]) = 1,

W(i::L) = Σ_j (−1)^j c(i, L_j) W(L∖j), j = 0, …, k−1.

With P(L) = A_{L_0} ⋯ A_{L_{k−1}} and P([]) = 1, the theorem says

tr P(L) = d · W(L) for every L of even length.

In Lean this is `trace_prod_eq_wick`. The labels form an arbitrary type `ι`, and a list may repeat them. The matrices are `A : ι → Matrix n n ℂ`, with rows and columns indexed by a finite type `n`, so d is `Fintype.card n`. The hypothesis `CliffordRelations A c` is the anticommutation rule, `wick c L` is W(L), and `(L.map A).prod` is P(L). Removal of a position is `L.eraseIdx j`.

The matrices need not be Hermitian, and c may be complex or degenerate. Symmetry of c is not assumed, although the rule forces it when d ≥ 1. The theorem is confined to finite matrices and the plain trace. Thermal averages at finite temperature are not covered.

## Carrying one matrix around the trace

First move A_i through a product of k matrices, from left to right:

A_i P(L) = Σ_j (−1)^j 2c(i, L_j) P(L∖j) + (−1)^k P(L) A_i.

For k = 0 both sides are A_i. Suppose the formula holds for L, and put a further matrix A_a in front. The anticommutation rule gives

A_i A_a P(L) = 2c(i, a) P(L) − A_a A_i P(L).

Inserting the formula for L into the last term gives

A_i A_a P(L) = 2c(i, a) P(L) − Σ_j (−1)^j 2c(i, L_j) A_a P(L∖j) − (−1)^k A_a P(L) A_i.

The first term is the contraction at position 0 of a::L. Position j of L is position j+1 of a::L, so the minus sign in front of the sum supplies the required (−1)^{j+1}. The last term has the sign (−1)^{k+1}, as it should for k+1 matrices.

Now let k be odd and write T = tr(A_i P(L)). By cyclicity tr(P(L) A_i) = T, so

T = 2 Σ_j (−1)^j c(i, L_j) tr P(L∖j) − T,

and hence

T = Σ_j (−1)^j c(i, L_j) tr P(L∖j).

This is the recursion for W. Each list L∖j has even length, two less than i::L, so induction replaces tr P(L∖j) by d · W(L∖j), and the sum becomes d · W(i::L). The induction starts from tr 1 = d = d · W([]).

For four matrices the recursion gives

tr(A_i A_j A_k A_l) = d (c_ij c_kl − c_ik c_jl + c_il c_jk).

## Odd products and chirality

The Wick sum of an odd list is zero: a single label has nothing to be contracted with, and each contraction removes two labels. The trace of an odd product need not vanish. The Pauli matrices satisfy the rule with c_ij = δ_ij, but σ_x σ_y σ_z = i·1, so

tr(σ_x σ_y σ_z) = 2i, while W = 0.

Without the hypothesis of even length the theorem is therefore false.

A chirality matrix G, with G² = 1 and G A_i = −A_i G for every i, removes the restriction. For odd k it satisfies G P(L) = −P(L) G. Cyclicity gives tr(G P(L) G) = tr P(L), while moving G through the product gives tr(G P(L) G) = −tr P(L). Hence tr P(L) = 0 = d · W(L). For σ_x and σ_y alone, σ_z plays this part.

## Gamma-matrix traces and Pfaffians

In a scattering calculation with 4×4 Dirac matrices, d = 4 and c is the metric, and the four-matrix formula becomes

tr(γ^μ γ^ν γ^ρ γ^σ) = 4(η^{μν} η^{ρσ} − η^{μρ} η^{νσ} + η^{μσ} η^{νρ}).

Slashed momenta fit the same pattern, with the vectors themselves as labels and c(p, q) = p·q. The matrix γ⁵ is the chirality matrix that makes odd traces vanish.

In code, the recursion taken literally generates (k−1)!! pairings for even k, already 105 for k = 8. W(L) is also the Pfaffian of the antisymmetric k×k matrix with entries c(L_a, L_b) for a < b, which numerical elimination evaluates in a number of operations of order k³. This Pfaffian form is a standard identity that the Lean file neither states nor uses.

## The complete Lean source

```lean
import Mathlib

open Complex

namespace DiracTraceWick

noncomputable section

variable {ι n : Type*} [Fintype n] [DecidableEq n]

/-- The anticommutation rule `A_i A_j + A_j A_i = 2 c_ij · 1` for a family of complex matrices. -/
def CliffordRelations (A : ι → Matrix n n ℂ) (c : ι → ι → ℂ) : Prop :=
  ∀ i j, A i * A j + A j * A i = (2 * c i j) • (1 : Matrix n n ℂ)

/-- The fermionic Wick sum: the first label is contracted with each later one in turn, with
alternating sign, and the remaining labels are treated in the same way. -/
def wick (c : ι → ι → ℂ) : List ι → ℂ
  | [] => 1
  | i :: L => ∑ j : Fin L.length,
      (-1) ^ (j : ℕ) * c i (L.get j) * wick c (L.eraseIdx j)
termination_by L => L.length
decreasing_by exact Nat.lt_succ_of_le (List.length_eraseIdx_le ..)

/-- Under the anticommutation rule, moving `A_i` from the left of a product of matrices of the
family to its right leaves one contraction term for each matrix passed, and a total sign given by
the number of matrices. -/
theorem anticommute_through {A : ι → Matrix n n ℂ} {c : ι → ι → ℂ}
    (h : CliffordRelations A c) (i : ι) (L : List ι) :
    A i * (L.map A).prod =
      ∑ j : Fin L.length, ((-1 : ℂ) ^ (j : ℕ) * (2 * c i (L.get j))) •
        ((L.eraseIdx j).map A).prod
      + (-1 : ℂ) ^ L.length • ((L.map A).prod * A i) := by
  induction L with
  | nil => simp
  | cons a L ih =>
    -- split off the contraction with the first matrix of the product
    have hs : ∑ j : Fin (a :: L).length, ((-1 : ℂ) ^ (j : ℕ) * (2 * c i ((a :: L).get j))) •
          (((a :: L).eraseIdx j).map A).prod
        = (2 * c i a) • (L.map A).prod
          - A a * ∑ j : Fin L.length, ((-1 : ℂ) ^ (j : ℕ) * (2 * c i (L.get j))) •
            ((L.eraseIdx j).map A).prod := by
      rw [Finset.mul_sum, sub_eq_add_neg, ← Finset.sum_neg_distrib]
      refine (Fin.sum_univ_succ (n := L.length) _).trans ?_
      refine congrArg₂ (· + ·) ?_ ?_
      · change ((-1 : ℂ) ^ 0 * (2 * c i a)) • (L.map A).prod = _
        rw [pow_zero, one_mul]
      · refine Finset.sum_congr rfl fun j _ => ?_
        change ((-1 : ℂ) ^ ((j : ℕ) + 1) * (2 * c i (L.get j))) •
          ((a :: L.eraseIdx j).map A).prod = _
        rw [List.map_cons, List.prod_cons, mul_smul_comm, pow_succ, ← neg_smul]
        congr 1
        ring
    -- exchange `A i` with the first matrix
    have h1 : A i * (A a * (L.map A).prod)
        = (2 * c i a) • (L.map A).prod - A a * (A i * (L.map A).prod) := by
      rw [← mul_assoc, eq_sub_of_add_eq (h i a), sub_mul, smul_mul_assoc, one_mul, mul_assoc]
    rw [hs, List.map_cons, List.prod_cons, List.length_cons, pow_succ, h1, ih, mul_add,
      mul_smul_comm, mul_assoc, mul_neg_one, neg_smul]
    abel

/-- Under the anticommutation rule, the trace of `A_i` times a product of an odd number of matrices
of the family is the alternating sum of contractions of `A_i` with each of them, times the trace of
what is left. -/
theorem trace_recursion {A : ι → Matrix n n ℂ} {c : ι → ι → ℂ}
    (h : CliffordRelations A c) (i : ι) (L : List ι) (hL : Odd L.length) :
    Matrix.trace (A i * (L.map A).prod) =
      ∑ j : Fin L.length, (-1) ^ (j : ℕ) * c i (L.get j) *
        Matrix.trace ((L.eraseIdx j).map A).prod := by
  have key := congrArg Matrix.trace (anticommute_through h i L)
  -- cyclicity brings the displaced term back to the original trace
  rw [hL.neg_one_pow, Matrix.trace_add, Matrix.trace_sum, Matrix.trace_smul,
    Matrix.trace_mul_comm (L.map A).prod (A i)] at key
  simp only [Matrix.trace_smul, smul_eq_mul] at key
  have h2 : ∑ j : Fin L.length, (-1 : ℂ) ^ (j : ℕ) * (2 * c i (L.get j)) *
        Matrix.trace ((L.eraseIdx j).map A).prod
      = 2 * ∑ j : Fin L.length, (-1) ^ (j : ℕ) * c i (L.get j) *
        Matrix.trace ((L.eraseIdx j).map A).prod := by
    rw [Finset.mul_sum]
    refine Finset.sum_congr rfl fun j _ => ?_
    ring
  rw [h2] at key
  linear_combination key / 2

/-- Dirac trace theorem: the trace of a product of an even number of matrices obeying the
anticommutation rule is the matrix dimension times the Wick sum. -/
theorem trace_prod_eq_wick {A : ι → Matrix n n ℂ} {c : ι → ι → ℂ}
    (h : CliffordRelations A c) (L : List ι) (hL : Even L.length) :
    Matrix.trace (L.map A).prod = Fintype.card n * wick c L := by
  obtain ⟨m, hm⟩ := hL
  induction m generalizing L with
  | zero =>
    obtain rfl := List.eq_nil_of_length_eq_zero hm
    simp [wick]
  | succ m ih =>
    cases L with
    | nil => rw [List.length_nil] at hm; omega
    | cons i L =>
      rw [List.length_cons] at hm
      rw [List.map_cons, List.prod_cons, trace_recursion h i L ⟨m, by omega⟩, wick,
        Finset.mul_sum]
      refine Finset.sum_congr rfl fun j _ => ?_
      rw [ih (L.eraseIdx j) (by rw [List.length_eraseIdx_of_lt j.isLt]; omega)]
      ring

/-- The Wick sum of two labels is their contraction. -/
theorem wick_pair (c : ι → ι → ℂ) (i j : ι) : wick c [i, j] = c i j := by
  rw [wick]
  refine (Fin.sum_univ_one _).trans ?_
  change (-1 : ℂ) ^ 0 * c i j * wick c [] = _
  rw [wick]
  ring

/-- Under the anticommutation rule, the trace of a product of four matrices is the dimension times
the sum over the three pairings, the crossed one entering with a minus sign. -/
theorem trace_four {A : ι → Matrix n n ℂ} {c : ι → ι → ℂ}
    (h : CliffordRelations A c) (i j k l : ι) :
    Matrix.trace (A i * A j * A k * A l) =
      Fintype.card n * (c i j * c k l - c i k * c j l + c i l * c j k) := by
  have hw : wick c [i, j, k, l] = c i j * c k l - c i k * c j l + c i l * c j k := by
    rw [wick]
    refine (Fin.sum_univ_three _).trans ?_
    change (-1 : ℂ) ^ 0 * c i j * wick c [k, l] + (-1 : ℂ) ^ 1 * c i k * wick c [j, l]
      + (-1 : ℂ) ^ 2 * c i l * wick c [j, k] = _
    rw [wick_pair, wick_pair, wick_pair]
    ring
  have h4 := trace_prod_eq_wick h [i, j, k, l] ⟨2, rfl⟩
  rw [hw] at h4
  simpa only [List.map_cons, List.map_nil, List.prod_cons, List.prod_nil, mul_one,
    ← mul_assoc] using h4

/-- The Wick sum of an odd number of labels vanishes. -/
theorem wick_odd (c : ι → ι → ℂ) (L : List ι) (hL : Odd L.length) : wick c L = 0 := by
  obtain ⟨m, hm⟩ := hL
  induction m generalizing L with
  | zero =>
    cases L with
    | nil => rw [List.length_nil] at hm; omega
    | cons i L =>
      rw [List.length_cons] at hm
      rw [wick]
      refine Finset.sum_eq_zero fun j _ => ?_
      have := j.isLt
      omega
  | succ m ih =>
    cases L with
    | nil => rw [List.length_nil] at hm; omega
    | cons i L =>
      rw [List.length_cons] at hm
      rw [wick]
      refine Finset.sum_eq_zero fun j _ => ?_
      rw [ih (L.eraseIdx j) (by rw [List.length_eraseIdx_of_lt j.isLt]; omega), mul_zero]

/-- Let the matrices `A_i` obey the anticommutation rule. If a chirality matrix `G` squares to one
and anticommutes with every `A_i`, the trace is the dimension times the Wick sum for products of any
length, even or odd. -/
theorem trace_prod_eq_wick_of_chirality {A : ι → Matrix n n ℂ} {c : ι → ι → ℂ}
    (h : CliffordRelations A c) (G : Matrix n n ℂ) (hG : G * G = 1)
    (hA : ∀ i, G * A i = -(A i * G)) (L : List ι) :
    Matrix.trace (L.map A).prod = Fintype.card n * wick c L := by
  rcases Nat.even_or_odd L.length with hL | hL
  · exact trace_prod_eq_wick h L hL
  -- `G` passes through the product with one sign per matrix
  have hpass : ∀ K : List ι,
      G * (K.map A).prod = (-1 : ℂ) ^ K.length • ((K.map A).prod * G) := by
    intro K
    induction K with
    | nil => simp
    | cons a K ih =>
      rw [List.map_cons, List.prod_cons, ← mul_assoc, hA, neg_mul, mul_assoc, ih,
        mul_smul_comm, List.length_cons, pow_succ, mul_neg_one, neg_smul, mul_assoc]
  have e1 : Matrix.trace (G * (L.map A).prod * G) = Matrix.trace (L.map A).prod := by
    rw [Matrix.trace_mul_comm, ← mul_assoc, hG, one_mul]
  have e2 : Matrix.trace (G * (L.map A).prod * G) = -Matrix.trace (L.map A).prod := by
    rw [hpass, hL.neg_one_pow, neg_smul, one_smul, neg_mul, mul_assoc, hG, mul_one,
      Matrix.trace_neg]
  rw [wick_odd c L hL, mul_zero]
  linear_combination (e2 - e1) / 2

/-- The three Pauli matrices. -/
def pauli : Fin 3 → Matrix (Fin 2) (Fin 2) ℂ :=
  ![!![0, 1; 1, 0], !![0, -I; I, 0], !![1, 0; 0, -1]]

/-- The Pauli matrices obey the anticommutation rule with `c_ij` the Kronecker delta. -/
theorem pauli_witness : CliffordRelations pauli (fun i j => if i = j then 1 else 0) := by
  intro i j
  fin_cases i <;> fin_cases j <;> ext a b <;> fin_cases a <;> fin_cases b <;>
    simp [pauli] <;> norm_num

/-- The third Pauli matrix squares to one and anticommutes with the first two. -/
theorem chirality_witness : pauli 2 * pauli 2 = 1 ∧
    ∀ i : Fin 2, pauli 2 * pauli i.castSucc = -(pauli i.castSucc * pauli 2) := by
  constructor
  · ext a b
    fin_cases a <;> fin_cases b <;> simp [pauli, Matrix.mul_apply, Fin.sum_univ_succ]
  · intro i
    have hne : (2 : Fin 3) ≠ i.castSucc := by fin_cases i <;> decide
    have h : pauli 2 * pauli i.castSucc + pauli i.castSucc * pauli 2
        = (2 * (if (2 : Fin 3) = i.castSucc then (1 : ℂ) else 0)) • 1 :=
      pauli_witness 2 i.castSucc
    rw [if_neg hne, mul_zero, zero_smul] at h
    exact eq_neg_of_add_eq_zero_left h

/-- For the product of the three Pauli matrices the trace is `2i`, while the Wick sum is zero. -/
theorem odd_trace_counterexample :
    Matrix.trace (([0, 1, 2] : List (Fin 3)).map pauli).prod = 2 * I ∧
      wick (fun i j : Fin 3 => if i = j then 1 else 0) [0, 1, 2] = 0 := by
  constructor
  · simp [pauli, Matrix.trace_fin_two]
    ring
  · exact wick_odd _ _ ⟨1, rfl⟩

end

end DiracTraceWick
```

```lean
#print axioms DiracTraceWick.trace_four
-- 'DiracTraceWick.trace_four' depends on axioms: [propext, Classical.choice, Quot.sound]
#print axioms DiracTraceWick.trace_prod_eq_wick_of_chirality
-- 'DiracTraceWick.trace_prod_eq_wick_of_chirality' depends on axioms: [propext, Classical.choice, Quot.sound]
#print axioms DiracTraceWick.odd_trace_counterexample
-- 'DiracTraceWick.odd_trace_counterexample' depends on axioms: [propext, Classical.choice, Quot.sound]
```

## How the Lean proof follows the displaced matrix

`anticommute_through` is the formula for moving A_i through a product, proved by induction on the list. The auxiliary equation `hs` separates position 0 from the later positions with `Fin.sum_univ_succ` and accounts for the shift from j to j+1. The equation `h1` is one application of the anticommutation rule. After the induction hypothesis has been inserted, `abel` collects the terms.

`trace_recursion` takes the trace of that formula. `Matrix.trace_mul_comm` supplies cyclicity, `hL.neg_one_pow` turns the sign for an odd list into −1, and `linear_combination key / 2` solves the resulting equation for T.

`trace_prod_eq_wick` writes the length as m + m and does induction on m. The phrase `generalizing L` makes the induction hypothesis available for every list of the shorter length. This is needed because the recursion calls for all the lists L∖j. The two sums are then compared term by term.

`wick_pair` evaluates W on two labels, and `trace_four` expands the three contractions of the first label before applying the main theorem. `wick_odd` follows the same descent by two labels and ends at a sum with no terms.

In `trace_prod_eq_wick_of_chirality`, even lists go straight to the main theorem. For odd lists, `hpass` moves G through the product, and `e1` and `e2` are the two evaluations of tr(G P(L) G). Their difference forces the trace to vanish.

The remaining theorems concern the Pauli matrices, labelled 0, 1, 2 for x, y, z. `pauli_witness` checks the anticommutation rule entry by entry. `chirality_witness` checks the square of `pauli 2` in the same way and takes its anticommutation with the first two matrices from `pauli_witness`. `odd_trace_counterexample` computes the trace 2i explicitly and obtains the zero Wick sum from `wick_odd`.
